# The Gaussian Weight exp(−x·Ax/2) with Positive Definite A Has Covariance A⁻¹

To find how two coordinates of a harmonic system fluctuate together at thermal equilibrium, we describe the system by finitely many real coordinates and define the thermal average as a quotient of two ordinary integrals. Let x = (x_1, …, x_n) be the coordinates, measured from the minimum, and A a real symmetric positive definite n × n matrix. The claim is

⟨x_i x_j⟩ = ∫ x_i x_j exp(−x·Ax/2) dx / ∫ exp(−x·Ax/2) dx = (A⁻¹)_ij.

For a classical harmonic system, A is the force-constant matrix divided by k_B T. For a harmonic imaginary-time path integral cut into finitely many slices, x·Ax/2 is the discretised Euclidean action divided by ħ, and the result gives the position correlations between beads of the ring polymer, against which a path-integral sampler can be checked. The theorem starts from this finite matrix. Neither its derivation from the quantum Hamiltonian nor the limit of infinitely many slices is treated here.

Positive definiteness means that every nonzero displacement from the minimum costs energy. Positive semidefiniteness would not be enough: a free molecule, or the ring polymer of a free particle, can be translated at no cost, so its weight has no finite integral.

## Derivation by diagonalising A

On the line, write I_k = ∫ tᵏ exp(−t²/2) dt. The Gaussian integral gives I_0 = √(2π). The other two moments that we need follow from total derivatives whose boundary terms vanish:

d/dt exp(−t²/2) = −t exp(−t²/2), so I_1 = 0,

d/dt [t exp(−t²/2)] = (1 − t²) exp(−t²/2), so I_2 = I_0 = √(2π).

In n dimensions exp(−y·y/2) is a product over coordinates. If k ≠ l, the integral of y_k y_l contains the factor I_1 = 0. If k = l, it is I_2 I_0ⁿ⁻¹. Hence

∫ y_k y_l exp(−y·y/2) dy = δ_kl √(2π)ⁿ.

Now diagonalise A = UΛUᵀ, with U orthogonal and Λ the diagonal matrix of positive eigenvalues, and set C = Λ^(1/2) Uᵀ. Then

A = CᵀC, x·Ax = (Cx)·(Cx), |det C| = √(det A).

Substituting y = Cx, with dx = dy/|det C|, gives the normalisation

Z = ∫ exp(−x·Ax/2) dx = √(2π)ⁿ / √(det A).

Since x_i = Σ_k (C⁻¹)_ik y_k, the same substitution gives

∫ x_i x_j exp(−x·Ax/2) dx
= |det C|⁻¹ Σ_k Σ_l (C⁻¹)_ik (C⁻¹)_jl δ_kl √(2π)ⁿ
= Z Σ_k (C⁻¹)_ik (C⁻¹)_jk
= Z (C⁻¹(C⁻¹)ᵀ)_ij.

From A = CᵀC we have A⁻¹ = C⁻¹(C⁻¹)ᵀ, and division by Z proves the claim. Multiplying by A then gives

Σ_k A_ik ⟨x_k x_j⟩ = δ_ij.

## The weight and its average in Lean

The finite type `ι` labels the coordinates, so a configuration is a function `ι → ℝ` and n is `Fintype.card ι`.

```lean
import Mathlib

open Matrix MeasureTheory

namespace GaussianCovariance

noncomputable section

variable {ι : Type*} [Fintype ι] [DecidableEq ι]
```

The expression `x ⬝ᵥ A *ᵥ x` is x·Ax. The weight carries no normalising factor.

```lean
/-- The unnormalised Gaussian weight `exp (-x·Ax/2)`. -/
def weight (A : Matrix ι ι ℝ) (x : ι → ℝ) : ℝ := Real.exp (-(x ⬝ᵥ A *ᵥ x) / 2)
```

Normalisation enters through the quotient. Both integrals use Lebesgue measure on `ι → ℝ`.

```lean
/-- The average of `f` under the normalised Gaussian weight, for positive definite `A` and `f`
integrable against the weight. -/
def average (A : Matrix ι ι ℝ) (f : (ι → ℝ) → ℝ) : ℝ :=
  (∫ x, f x * weight A x) / ∫ x, weight A x
```

## Moments of the isotropic Gaussian

The first theorem collects I_0, I_1 and I_2, together with integrability for every natural power of t. In its proof, `hd` and `hd2` are the two derivatives computed above. A Mathlib lemma says that the integral of a derivative over the line is zero when the function and its derivative are both integrable, which replaces the inspection of boundary terms.

```lean
/-- On the line, every natural power of `t` is integrable against `exp (-t²/2)`, and the moments of
order zero, one and two are `√(2π)`, `0` and `√(2π)`. -/
theorem line_moments :
    (∀ k : ℕ, Integrable fun t : ℝ => t ^ k * Real.exp (-t ^ 2 / 2)) ∧
    (∫ t : ℝ, Real.exp (-t ^ 2 / 2)) = √(2 * Real.pi) ∧
    (∫ t : ℝ, t * Real.exp (-t ^ 2 / 2)) = 0 ∧
    (∫ t : ℝ, t ^ 2 * Real.exp (-t ^ 2 / 2)) = √(2 * Real.pi) := by
  have hi : ∀ k : ℕ, Integrable fun t : ℝ => t ^ k * Real.exp (-t ^ 2 / 2) := by
    intro k
    have hk : (-1 : ℝ) < (k : ℝ) := by
      have : (0 : ℝ) ≤ (k : ℝ) := Nat.cast_nonneg k
      linarith
    have h := integrable_rpow_mul_exp_neg_mul_sq (b := 1 / 2) (by norm_num) hk
    refine h.congr (ae_of_all _ fun t => ?_)
    change t ^ (k : ℝ) * Real.exp (-(1 / 2) * t ^ 2) = t ^ k * Real.exp (-t ^ 2 / 2)
    rw [Real.rpow_natCast, show -(1 / 2) * t ^ 2 = -t ^ 2 / 2 by ring]
  have i0 : Integrable fun t : ℝ => Real.exp (-t ^ 2 / 2) := by
    simpa only [pow_zero, one_mul] using hi 0
  have i1 : Integrable fun t : ℝ => t * Real.exp (-t ^ 2 / 2) := by
    simpa only [pow_one] using hi 1
  have h0 : (∫ t : ℝ, Real.exp (-t ^ 2 / 2)) = √(2 * Real.pi) := by
    rw [show 2 * Real.pi = Real.pi / (1 / 2) by ring, ← integral_gaussian (1 / 2)]
    refine integral_congr_ae (ae_of_all _ fun t => ?_)
    change Real.exp (-t ^ 2 / 2) = Real.exp (-(1 / 2) * t ^ 2)
    rw [show -(1 / 2) * t ^ 2 = -t ^ 2 / 2 by ring]
  have hd : ∀ t : ℝ, HasDerivAt (fun t : ℝ => Real.exp (-t ^ 2 / 2))
      (-(t * Real.exp (-t ^ 2 / 2))) t := by
    intro t
    have h1 : HasDerivAt (fun t : ℝ => t ^ 2) (2 * t) t := by simpa using hasDerivAt_pow 2 t
    exact ((h1.fun_neg.div_const 2).exp).congr_deriv (by ring)
  refine ⟨hi, h0, ?_, ?_⟩
  · -- the first moment is the integral of a total derivative
    have h := integral_eq_zero_of_hasDerivAt_of_integrable hd i1.neg i0
    rw [integral_neg] at h
    linarith
  · -- so is the difference of the zeroth and second moments
    have hd2 : ∀ t : ℝ, HasDerivAt (fun t : ℝ => t * Real.exp (-t ^ 2 / 2))
        (Real.exp (-t ^ 2 / 2) - t ^ 2 * Real.exp (-t ^ 2 / 2)) t := fun t =>
      ((hasDerivAt_id' t).fun_mul (hd t)).congr_deriv (by ring)
    have h := integral_eq_zero_of_hasDerivAt_of_integrable hd2 (i0.sub (hi 2)) i1
    rw [integral_sub i0 (hi 2), h0] at h
    linarith
```

For a monomial with exponents `a m`, the exponential of a sum is rewritten as a product of exponentials. Integrability and the value of the integral then follow factor by factor.

```lean
omit [DecidableEq ι] in
/-- Under the isotropic weight `exp (-y·y/2)` every monomial is integrable, and its integral
is the product of one-dimensional moments. -/
theorem isotropic_monomial (a : ι → ℕ) :
    Integrable (fun y : ι → ℝ => (∏ m, y m ^ a m) * Real.exp (-(y ⬝ᵥ y) / 2)) ∧
    (∫ y : ι → ℝ, (∏ m, y m ^ a m) * Real.exp (-(y ⬝ᵥ y) / 2)) =
      ∏ m, ∫ t : ℝ, t ^ a m * Real.exp (-t ^ 2 / 2) := by
  have e : (fun y : ι → ℝ => (∏ m, y m ^ a m) * Real.exp (-(y ⬝ᵥ y) / 2)) =
      fun y => ∏ m, (y m ^ a m * Real.exp (-y m ^ 2 / 2)) := by
    funext y
    rw [Finset.prod_mul_distrib, ← Real.exp_sum]
    simp only [dotProduct, ← Finset.sum_div, Finset.sum_neg_distrib, ← sq]
  rw [e]
  exact ⟨Integrable.fintype_prod (f := fun m t => t ^ a m * Real.exp (-t ^ 2 / 2))
      fun m => line_moments.1 (a m),
    integral_fintype_prod_volume_eq_prod fun m t => t ^ a m * Real.exp (-t ^ 2 / 2)⟩
```

To obtain y_k y_l, the exponent of coordinate m is chosen as one for m = k plus one for m = l. The case split at the end is the distinction between k = l and k ≠ l.

```lean
/-- The function `y_k y_l` is integrable against the isotropic weight `exp (-y·y/2)`, and its
integral is `√(2π)ⁿ` if `k = l` and `0` otherwise. -/
theorem isotropic_covariance (k l : ι) :
    Integrable (fun y : ι → ℝ => y k * y l * Real.exp (-(y ⬝ᵥ y) / 2)) ∧
    (∫ y : ι → ℝ, y k * y l * Real.exp (-(y ⬝ᵥ y) / 2)) =
      if k = l then √(2 * Real.pi) ^ Fintype.card ι else 0 := by
  obtain ⟨-, h0, h1, h2⟩ := line_moments
  have h := isotropic_monomial fun m => (if k = m then 1 else 0) + (if l = m then 1 else 0)
  have e : ∀ y : ι → ℝ,
      ∏ m, y m ^ ((if k = m then 1 else 0) + (if l = m then 1 else 0)) = y k * y l := by
    intro y
    simp only [pow_add, Finset.prod_mul_distrib, Finset.prod_pow_boole, Finset.mem_univ, if_true]
  simp only [e] at h
  refine ⟨h.1, h.2.trans ?_⟩
  split_ifs with hkl
  · subst hkl
    rw [← Finset.card_univ, ← Finset.prod_const]
    refine Finset.prod_congr rfl fun m _ => ?_
    by_cases hm : k = m
    · simp only [hm, if_true, Nat.reduceAdd, h2]
    · simp only [hm, if_false, add_zero, pow_zero, one_mul, h0]
  · refine Finset.prod_eq_zero (Finset.mem_univ k) ?_
    simp only [if_true, Ne.symm hkl, if_false, add_zero, pow_one, h1]
```

## Changing variables to y = Cx

The matrix `U` has the normalised eigenvectors of A as columns, and `s` holds the square roots of the eigenvalues. The identities `hU` and `hAU` express orthonormality and the eigenvalue equation, and the `calc` block assembles A = CᵀC. The determinant and the quadratic form follow from this factorisation. The theorem's name calls y = Cx normal coordinates because they turn the quadratic form into y·y. For Cartesian x and unequal masses they are in general not the vibrational normal coordinates, which diagonalise the mass-weighted force-constant matrix.

```lean
/-- A positive definite `A` is `CᵀC` with `C` invertible and `|det C| = √(det A)`, and `y = Cx`
turns its quadratic form into `y·y`. -/
theorem exists_normal_coordinates {A : Matrix ι ι ℝ} (hA : A.PosDef) :
    ∃ C : Matrix ι ι ℝ, A = Cᵀ * C ∧ C.det ≠ 0 ∧ |C.det| = √A.det ∧
      ∀ x, x ⬝ᵥ A *ᵥ x = (C *ᵥ x) ⬝ᵥ (C *ᵥ x) := by
  obtain ⟨C, hC⟩ : ∃ C : Matrix ι ι ℝ, A = Cᵀ * C := by
    -- the columns of U are orthonormal eigenvectors of A, s holds the square roots of the eigenvalues
    have hH := hA.isHermitian
    let U : Matrix ι ι ℝ := fun i j => (hH.eigenvectorBasis j).ofLp i
    let s : ι → ℝ := fun i => √(hH.eigenvalues i)
    have hU : Uᵀ * U = 1 := by
      ext i j
      have h := orthonormal_iff_ite.1 hH.eigenvectorBasis.orthonormal i j
      rw [PiLp.inner_apply] at h
      rw [mul_apply, one_apply, ← h]
      refine Finset.sum_congr rfl fun k _ => ?_
      rw [RCLike.inner_apply, conj_trivial, mul_comm]
      rfl
    have hAU : A * U = U * diagonal hH.eigenvalues := by
      ext i j
      have h : (A * U) i j = hH.eigenvalues j * U i j :=
        congrFun (hH.mulVec_eigenvectorBasis j) i
      rw [h, mul_diagonal, mul_comm]
    have hs : diagonal s * diagonal s = diagonal hH.eigenvalues := by
      rw [diagonal_mul_diagonal]
      exact congrArg diagonal (funext fun i => Real.mul_self_sqrt (hA.eigenvalues_pos i).le)
    refine ⟨diagonal s * Uᵀ, ?_⟩
    calc A = A * (U * Uᵀ) := by rw [_root_.mul_eq_one_comm.1 hU, mul_one]
      _ = U * (diagonal s * diagonal s) * Uᵀ := by rw [hs, ← mul_assoc, hAU]
      _ = (diagonal s * Uᵀ)ᵀ * (diagonal s * Uᵀ) := by
        rw [transpose_mul, transpose_transpose, diagonal_transpose]
        simp only [mul_assoc]
  have hdet : A.det = C.det ^ 2 := by rw [hC, det_mul, det_transpose, sq]
  refine ⟨C, hC, fun h => ?_, by rw [hdet, Real.sqrt_sq_eq_abs], fun x => ?_⟩
  · have := hA.det_pos
    rw [hdet, h] at this
    norm_num at this
  · rw [hC, ← mulVec_mulVec, dotProduct_mulVec, vecMul_transpose]
```

The substitution rule is stated for a continuous integrable function g. Its proof uses the fact that the map x ↦ Cx carries Lebesgue measure to Lebesgue measure divided by |det C|.

```lean
/-- Linear change of variables `y = Cx` with `C` invertible, for a continuous integrable
function. -/
theorem linear_substitution {C : Matrix ι ι ℝ} (hC : C.det ≠ 0) {g : (ι → ℝ) → ℝ}
    (hg : Continuous g) (hi : Integrable g) :
    Integrable (fun x => g (C *ᵥ x)) ∧ (∫ x, g (C *ᵥ x)) = |C.det|⁻¹ * ∫ y, g y := by
  have hmap := Real.map_matrix_volume_pi_eq_smul_volume_pi hC
  have hc : Continuous (toLin' C) := LinearMap.continuous_of_finiteDimensional _
  have hm : AEStronglyMeasurable g (Measure.map (toLin' C) volume) := hg.aestronglyMeasurable
  constructor
  · exact (integrable_map_measure hm hc.aemeasurable).1
      (by rw [hmap]; exact hi.smul_measure ENNReal.ofReal_ne_top)
  · have h := integral_map hc.aemeasurable hm
    rw [hmap, integral_smul_measure, ENNReal.toReal_ofReal (abs_nonneg _), abs_inv,
      smul_eq_mul] at h
    exact h.symm
```

With all exponents zero, the monomial theorem and the substitution give Z. The name `partition_function` refers to this configuration integral alone, without momentum factors or path-integral prefactors.

```lean
/-- For positive definite `A` the Gaussian weight is integrable, with integral
`√(2π)ⁿ / √(det A)`. -/
theorem partition_function {A : Matrix ι ι ℝ} (hA : A.PosDef) :
    Integrable (weight A) ∧
    (∫ x, weight A x) = √(2 * Real.pi) ^ Fintype.card ι / √A.det := by
  obtain ⟨C, -, hC, hdet, hq⟩ := exists_normal_coordinates hA
  have h := isotropic_monomial (ι := ι) fun _ => 0
  simp only [pow_zero, Finset.prod_const_one, one_mul, line_moments.2.1, Finset.prod_const,
    Finset.card_univ] at h
  have hs := linear_substitution hC (by simp only [dotProduct]; fun_prop) h.1
  have e : weight A = fun x => Real.exp (-((C *ᵥ x) ⬝ᵥ (C *ᵥ x)) / 2) := by
    funext x
    rw [weight, hq]
  rw [e]
  refine ⟨hs.1, hs.2.trans ?_⟩
  rw [h.2, hdet, div_eq_inv_mul]
```

## The covariance and the propagator equation

The hypothesis `A.PosDef` includes the symmetry of A. For any labels `i` and `j`, the theorem states that x_i x_j times the weight is integrable and that the average is `A⁻¹ i j`. The integrability matters because Lean assigns the value 0 to the integral of a non-integrable function. The weight is even, so the mean of x is zero and this second moment is the covariance.

In the proof, `g` is the double sum over k and l written in the variable y. The step `hg` recovers x_i x_j times the weight by inserting x = C⁻¹y, and `hint` integrates term by term, keeping only k = l. The last lines divide by Z, where the powers of √(2π) and the determinants cancel.

```lean
/-- Gaussian covariance: for positive definite `A`, the function `x_i x_j` is integrable against
the weight `exp (-x·Ax/2)` and its normalised average is the `(i,j)` entry of `A⁻¹`. -/
theorem covariance {A : Matrix ι ι ℝ} (hA : A.PosDef) (i j : ι) :
    Integrable (fun x => x i * x j * weight A x) ∧
    average A (fun x => x i * x j) = A⁻¹ i j := by
  obtain ⟨C, hAC, hC, hdet, hq⟩ := exists_normal_coordinates hA
  have hinv : C⁻¹ * C = 1 := nonsing_inv_mul C (isUnit_iff_ne_zero.2 hC)
  let g : (ι → ℝ) → ℝ := fun y =>
    ∑ k, ∑ l, C⁻¹ i k * C⁻¹ j l * (y k * y l * Real.exp (-(y ⬝ᵥ y) / 2))
  have hgc : Continuous g := by
    simp only [g, dotProduct]
    fun_prop
  have hkl : ∀ k l, Integrable fun y : ι → ℝ =>
      C⁻¹ i k * C⁻¹ j l * (y k * y l * Real.exp (-(y ⬝ᵥ y) / 2)) :=
    fun k l => (isotropic_covariance k l).1.const_mul _
  have hk : ∀ k, Integrable fun y : ι → ℝ =>
      ∑ l, C⁻¹ i k * C⁻¹ j l * (y k * y l * Real.exp (-(y ⬝ᵥ y) / 2)) :=
    fun k => integrable_finsetSum _ fun l _ => hkl k l
  -- expand x = C⁻¹ y in both factors
  have hg : (fun x => g (C *ᵥ x)) = fun x => x i * x j * weight A x := by
    funext x
    have h : ∀ r, ∑ k, C⁻¹ r k * (C *ᵥ x) k = x r := by
      intro r
      have := congrFun (mulVec_mulVec x C⁻¹ C) r
      rw [hinv, one_mulVec] at this
      exact this
    rw [weight, hq, ← h i, ← h j, Finset.sum_mul_sum, Finset.sum_mul]
    refine Finset.sum_congr rfl fun k _ => ?_
    rw [Finset.sum_mul]
    exact Finset.sum_congr rfl fun l _ => by ring
  -- only the diagonal terms k = l survive
  have hint : (∫ y, g y) = A⁻¹ i j * √(2 * Real.pi) ^ Fintype.card ι := by
    rw [hAC, Matrix.mul_inv_rev, ← transpose_nonsing_inv, mul_apply, Finset.sum_mul]
    simp only [g]
    rw [MeasureTheory.integral_finsetSum _ fun k _ => hk k]
    refine Finset.sum_congr rfl fun k _ => ?_
    rw [MeasureTheory.integral_finsetSum _ fun l _ => hkl k l]
    simp only [integral_const_mul, fun l => (isotropic_covariance k l).2, mul_ite, mul_zero,
      Finset.sum_ite_eq, Finset.mem_univ, if_true, transpose_apply]
  have hs := linear_substitution hC hgc (integrable_finsetSum _ fun k _ => hk k)
  rw [hg] at hs
  refine ⟨hs.1, ?_⟩
  have hd : √A.det ≠ 0 := (Real.sqrt_pos.2 hA.det_pos).ne'
  have hp : √(2 * Real.pi) ≠ 0 := (Real.sqrt_pos.2 (by positivity)).ne'
  rw [average, hs.2, hint, (partition_function hA).2, hdet]
  field_simp
```

The final theorem replaces each average by an entry of A⁻¹ and uses AA⁻¹ = 1. "Propagator" here means the correlation matrix ⟨x_k x_j⟩, the Green's function of A, and not the kernel that evolves a wavefunction in time.

```lean
/-- For positive definite `A`, the correlations `⟨x_k x_j⟩` solve the propagator equation
`∑ₖ A_ik ⟨x_k x_j⟩ = δ_ij`. -/
theorem propagator_equation {A : Matrix ι ι ℝ} (hA : A.PosDef) (i j : ι) :
    ∑ k, A i k * average A (fun x => x k * x j) = if i = j then 1 else 0 := by
  have h := fun k => (covariance hA k j).2
  simp only [h]
  rw [← mul_apply, mul_nonsing_inv A (isUnit_iff_ne_zero.2 hA.det_pos.ne'), one_apply]

end

end GaussianCovariance
```

```lean
#print axioms GaussianCovariance.covariance
-- 'GaussianCovariance.covariance' depends on axioms: [propext, Classical.choice, Quot.sound]
#print axioms GaussianCovariance.propagator_equation
-- 'GaussianCovariance.propagator_equation' depends on axioms: [propext, Classical.choice, Quot.sound]
```
